# The pair character of two identical fermions in one j shell contains J = 2j−1, 2j−3, … once each

The triangle rule lets two angular momenta $j=7/2$ couple to every $J$ from 0 to 7, which makes 64 states. Two identical fermions in that shell have only $\binom{8}{2}=28$ states. A term list taken from the triangle rule alone is therefore too long: no antisymmetric state belongs to its levels with $J=1,3,5,7$. The correct list follows from counting projections $M$, and a generating function keeps the count.

```lean
import Mathlib

open Finset

namespace IdenticalPairCoupling

noncomputable section
```

## Weights, multiplets and pairs

Give a state with projection $M$ the weight $t^{2M}$, where $t$ is a nonzero complex number. For $t=e^{i\varphi/2}$ this is the phase $e^{iM\varphi}$ of a rotation about the $z$ axis. The doubled projection $2M$ is an integer for every spin. In Lean, $t$ has the type `ℂˣ` of invertible complex numbers and the exponent is an integer, so negative projections get true inverse powers.

```lean
/-- The weight `t ^ e` of a state with doubled projection `e = 2M`, for nonzero complex `t`. -/
def weight (t : ℂˣ) (e : ℤ) : ℂ := ((t ^ e : ℂˣ) : ℂ)
```

The multiplet $J=m/2$ has $m+1$ states with $2M=m-2k$ for $k=0,\dots,m$. Its character is the sum of their weights,
$$\chi_m(t)=\sum_{k=0}^{m}t^{\,m-2k}.$$

```lean
/-- The character of the multiplet `J = m/2`: the sum of the weights of its `m + 1` states. -/
def chi (m : ℕ) (t : ℂˣ) : ℂ := ∑ k ∈ range (m + 1), weight t ((m : ℤ) - 2 * k)
```

A shell $j=n/2$ has orbitals $0,\dots,n$, and orbital $k$ has doubled projection $n-2k$. The antisymmetric pair states have a basis with one Slater determinant for each choice of two different orbitals, listed once as $k<l$, and the projections add:
$$A_n(t)=\sum_{l=0}^{n}\sum_{k<l}t^{\,2n-2k-2l}.$$

```lean
/-- The character of two identical fermions in the shell `j = n/2`: the orbitals `k < l`
are distinct and have doubled projections `n - 2k` and `n - 2l`. -/
def fermionPair (n : ℕ) (t : ℂˣ) : ℂ :=
  ∑ l ∈ range (n + 1), ∑ k ∈ range l, weight t (2 * (n : ℤ) - 2 * k - 2 * l)
```

The definition accepts every natural $n$. Half-integer $j$, the case of real fermions, means odd $n$. Even $n$ also has a use: with $n/2$ as the orbital angular momentum of a shell, it describes the antisymmetric orbital part of two electrons, which goes with the spin triplet.

For bosons the two orbitals may coincide. Real bosons have integer $j$, which means even $n$, but the sum is again defined for every $n$: $B_n(t)=\sum_{l=0}^{n}\sum_{k\le l}t^{\,2n-2k-2l}$.

```lean
/-- The character of two identical bosons in the shell `j = n/2`: the orbitals `k ≤ l`
may coincide. -/
def bosonPair (n : ℕ) (t : ℂˣ) : ℂ :=
  ∑ l ∈ range (n + 1), ∑ k ∈ range (l + 1), weight t (2 * (n : ℤ) - 2 * k - 2 * l)
```

These definitions describe the pair space only through its projections. Wave functions, Clebsch-Gordan coefficients and the rotation group itself do not appear. That the pair space splits into multiplets at all is the usual theory of angular momentum, and it is what gives the character identities their physical reading.

## Enlarging the shell by one unit of j

Compare the shell $n+2$ with the shell $n$. The larger one has one new orbital at each end. For any function $F$ on its orbitals,
$$\sum_{l=0}^{n+2}F(l)=F(0)+\sum_{l=0}^{n}F(l+1)+F(n+2).$$

```lean
/-- A sum over the orbitals of the shell `n + 2` splits into the two extreme orbitals and the rest.
-/
theorem sum_ends (F : ℕ → ℂ) (n : ℕ) :
    ∑ l ∈ range (n + 2 + 1), F l = F 0 + ∑ l ∈ range (n + 1), F (l + 1) + F (n + 2) := by
  have h : ∑ l ∈ range (n + 2), F l = ∑ l ∈ range (n + 1), F (l + 1) + F 0 :=
    Finset.sum_range_succ' F (n + 1)
  rw [Finset.sum_range_succ F (n + 2), h]
  ring
```

Now put one particle in the inner orbital $l+1$ and let the partner run over $k=0,\dots,s$. The exponent is $2(n+2)-2k-2(l+1)=2n+2-2k-2l$. The partner $k=0$ contributes $t^{2n+2-2l}$. For the others, replacing $k$ by $k+1$ gives $2n-2k-2l$, which is the exponent in the old shell:
$$\sum_{k=0}^{s}t^{\,2n+2-2k-2l}=\sum_{k<s}t^{\,2n-2k-2l}+t^{\,2n+2-2l}.$$
Fermions need $s=l$ and bosons $s=l+1$, so one lemma serves both.

```lean
/-- The sum of the weights for one particle in orbital `l + 1` of the shell `n + 2` and a partner in
`0, …, s`: the partner `0` gives the last term, and the partners `k + 1` with `k < s` give the
exponents `2n - 2k - 2l` of the shell `n`. -/
theorem peel (t : ℂˣ) (n s l : ℕ) :
    ∑ k ∈ range (s + 1), weight t (2 * ((n + 2 : ℕ) : ℤ) - 2 * k - 2 * ((l + 1 : ℕ) : ℤ)) =
      ∑ k ∈ range s, weight t (2 * (n : ℤ) - 2 * k - 2 * l)
        + weight t (2 * (n : ℤ) + 2 - 2 * l) := by
  rw [Finset.sum_range_succ']
  exact congrArg₂ (· + ·)
    (Finset.sum_congr rfl fun k _ => congrArg (weight t) (by push_cast; ring))
    (congrArg (weight t) (by push_cast; ring))
```

The leftover terms must be recognised as a multiplet. Cutting $J=n+1$ between $M=1$ and $M=0$ gives
$$\chi_{2n+2}(t)=\sum_{l=0}^{n}t^{\,2n+2-2l}+\sum_{k=0}^{n+1}t^{-2k}.$$

```lean
/-- The multiplet `J = n + 1` splits into its states with `M > 0` and those with `M ≤ 0`. -/
theorem chi_split (n : ℕ) (t : ℂˣ) :
    chi (2 * n + 2) t = ∑ l ∈ range (n + 1), weight t (2 * (n : ℤ) + 2 - 2 * l)
      + ∑ k ∈ range (n + 2), weight t (-2 * (k : ℤ)) := by
  unfold chi
  rw [show 2 * n + 2 + 1 = (n + 1) + (n + 2) by ring, Finset.sum_range_add]
  exact congrArg₂ (· + ·)
    (Finset.sum_congr rfl fun k _ => congrArg (weight t) (by push_cast; ring))
    (Finset.sum_congr rfl fun k _ => congrArg (weight t) (by push_cast; ring))
```

For fermions, the outer index $l=0$ has no partner below it. The inner orbitals give $A_n(t)+\sum_{l=0}^{n}t^{2n+2-2l}$ by the previous lemma. The last orbital, $l=n+2$, has partners $k=0,\dots,n+1$ with exponent $2(n+2)-2k-2(n+2)=-2k$. The terms beyond $A_n$ are exactly the two halves of $\chi_{2n+2}$, so
$$A_{n+2}(t)=\chi_{2n+2}(t)+A_n(t).$$
In the proof, `htop` simplifies the exponent of the last orbital, `peel` treats the inner ones, and `ring` collects the sums.

```lean
/-- Raising `j` by one adds exactly one multiplet, `J = n + 1`, to the fermion pair
character of the shell `j = n/2`. -/
theorem fermion_step (n : ℕ) (t : ℂˣ) :
    fermionPair (n + 2) t = chi (2 * n + 2) t + fermionPair n t := by
  have h : fermionPair (n + 2) t = _ := sum_ends (fun l => ∑ k ∈ range l,
    weight t (2 * ((n + 2 : ℕ) : ℤ) - 2 * k - 2 * l)) n
  have htop : ∀ k : ℕ, weight t (2 * ((n + 2 : ℕ) : ℤ) - 2 * k - 2 * ((n + 2 : ℕ) : ℤ))
      = weight t (-2 * (k : ℤ)) := fun k => congrArg (weight t) (by ring)
  rw [h, chi_split]
  simp only [htop]
  simp only [peel, Finset.sum_range_zero, Finset.sum_add_distrib, fermionPair]
  ring
```

## The fermion series

The recursion needs two starting values. The shell $n=0$ has a single orbital and no pair, so $A_0=0$. The shell $n=1$ has one pair with $M=0$, so $A_1=1=\chi_0$. Each further step puts a new multiplet at the top of the list and moves the old ones down by one place:
$$A_n(t)=\sum_{i\,:\,2i+1\le n}\chi_{2n-2-4i}(t).$$
The index $m=2n-2-4i$ means $J=n-1-2i$, that is $J=2j-1,2j-3,\dots$

Lean writes the condition $2i+1\le n$ as `range ((n + 1) / 2)`, with division rounded down. Using the boson range `n / 2 + 1` here is a mistake that stays hidden for odd $n$, where the two numbers agree. At $n=2$ it admits $i=1$, and the index $4-2-4$ is cut off at 0 in the natural numbers. The sum then becomes $\chi_2+\chi_0$, with four states for three pairs.

```lean
/-- The character of two identical fermions in the shell `j = n/2` is the sum of the characters of
the multiplets `J = n - 1 - 2i`, one for each natural `i` with `2i + 1 ≤ n`. -/
theorem fermion_pair : ∀ (n : ℕ) (t : ℂˣ),
    fermionPair n t = ∑ i ∈ range ((n + 1) / 2), chi (2 * n - 2 - 4 * i) t
  | 0, t => by simp [fermionPair]
  | 1, t => by simp [fermionPair, chi, Finset.sum_range_succ]
  | n + 2, t => by
    have hr : (n + 2 + 1) / 2 = (n + 1) / 2 + 1 := by omega
    rw [fermion_step, fermion_pair n t, hr, Finset.sum_range_succ' _ ((n + 1) / 2)]
    -- the new multiplet is the term `i = 0`, the old ones are shifted by one
    exact (add_comm _ _).trans (congrArg₂ (· + ·)
      (Finset.sum_congr rfl fun i _ => congrArg (fun m => chi m t) (by omega))
      (congrArg (fun m => chi m t) (by omega)))
```

## The boson series

The starting values are $B_0=\chi_0$ and $B_1=t^2+1+t^{-2}=\chi_2$. In the larger shell, $l=0$ now contributes the doubly occupied orbital with weight $t^{2n+4}$. The inner orbitals give $B_n(t)+\sum_{l=0}^{n}t^{2n+2-2l}$, and the last orbital gives $\sum_{k=0}^{n+2}t^{-2k}$. Apart from $B_n$, these are the weights of $J=n+2$:
$$B_{n+2}(t)=\chi_{2n+4}(t)+B_n(t),\qquad B_n(t)=\sum_{i\,:\,2i\le n}\chi_{2n-4i}(t).$$
Bosons therefore have $J=2j,2j-2,\dots$ In the proof, `hc` assembles the new multiplet and `step` is the recursion.

```lean
/-- The character of two identical bosons in the shell `j = n/2` is the sum of the characters of the
multiplets `J = n - 2i`, one for each natural `i` with `2i ≤ n`. -/
theorem boson_pair : ∀ (n : ℕ) (t : ℂˣ),
    bosonPair n t = ∑ i ∈ range (n / 2 + 1), chi (2 * n - 4 * i) t
  | 0, t => by simp [bosonPair, chi]
  | 1, t => by norm_num [bosonPair, chi, Finset.sum_range_succ, add_assoc]
  | n + 2, t => by
    have h : bosonPair (n + 2) t = _ := sum_ends (fun l => ∑ k ∈ range (l + 1),
      weight t (2 * ((n + 2 : ℕ) : ℤ) - 2 * k - 2 * l)) n
    have htop : ∀ k : ℕ, weight t (2 * ((n + 2 : ℕ) : ℤ) - 2 * k - 2 * ((n + 2 : ℕ) : ℤ))
        = weight t (-2 * (k : ℤ)) := fun k => congrArg (weight t) (by ring)
    have hzero : weight t (2 * ((n + 2 : ℕ) : ℤ) - 2 * ((0 : ℕ) : ℤ) - 2 * ((0 : ℕ) : ℤ))
        = weight t (2 * (n : ℤ) + 4) := congrArg (weight t) (by push_cast; ring)
    have hc : chi (2 * n + 4) t = (∑ l ∈ range (n + 1), weight t (2 * (n : ℤ) + 2 - 2 * l)
        + weight t (2 * (n : ℤ) + 4)) + ∑ k ∈ range (n + 2 + 1), weight t (-2 * (k : ℤ)) := by
      rw [show 2 * n + 4 = 2 * (n + 1) + 2 by ring, chi_split,
        Finset.sum_range_succ' _ (n + 1)]
      exact congrArg₂ (· + ·) (congrArg₂ (· + ·)
        (Finset.sum_congr rfl fun k _ => congrArg (weight t) (by push_cast; ring))
        (congrArg (weight t) (by push_cast; ring))) rfl
    -- the pairs that touch an extreme orbital have the same weights as the multiplet `J = n + 2`
    have step : bosonPair (n + 2) t = chi (2 * n + 4) t + bosonPair n t := by
      rw [h, hc]
      simp only [htop]
      simp only [peel, zero_add, Finset.sum_range_one, hzero, Finset.sum_add_distrib, bosonPair]
      ring
    have hr : (n + 2) / 2 + 1 = (n / 2 + 1) + 1 := by omega
    rw [step, boson_pair n t, hr, Finset.sum_range_succ' _ (n / 2 + 1)]
    exact (add_comm _ _).trans (congrArg₂ (· + ·)
      (Finset.sum_congr rfl fun i _ => congrArg (fun m => chi m t) (by omega))
      (congrArg (fun m => chi m t) (by omega)))
```

## Characters determine the multiplicities

An identity between sums of characters fixes the $J$ content only if no other combination gives the same function. Suppose $\sum_{m=0}^{N}c_m\chi_m(t)=0$ for all nonzero $t$, with complex $c_m$. Multiplication by $t^N$ removes the negative powers and leaves the polynomial
$$P(x)=\sum_{m=0}^{N}\sum_{k=0}^{m}c_m\,x^{\,N+m-2k}.$$
It vanishes for every $x\neq0$. Hence $xP(x)$ vanishes for every $x$, so it is the zero polynomial, and $P=0$. The power $x^{2N}$ requires $m-2k=N$, which only $m=N$, $k=0$ satisfies. Its coefficient is $c_N$, so $c_N=0$. The same argument then applies to the shorter sum.

In Lean this is an induction on the number of terms: `hP` states $xP=0$, and `hc` reads off the top coefficient.

```lean
/-- Characters of different multiplets are linearly independent: a finite combination that
vanishes for every nonzero `t` has only zero coefficients. -/
theorem chi_independent (c : ℕ → ℂ) (N : ℕ)
    (h : ∀ t : ℂˣ, ∑ m ∈ range N, c m * chi m t = 0) : ∀ m < N, c m = 0 := by
  induction N with
  | zero => intro m hm; omega
  | succ N ih =>
    have top : c N = 0 := by
      -- multiplication by `t ^ N` turns the combination into a polynomial
      let P : Polynomial ℂ := ∑ m ∈ range (N + 1), ∑ k ∈ range (m + 1),
        Polynomial.C (c m) * Polynomial.X ^ (N + m - 2 * k)
      have hP : Polynomial.X * P = 0 := by
        apply Polynomial.funext
        intro x
        by_cases hx : x = 0
        · simp [hx]
        · have e : P.eval x =
              x ^ N * ∑ m ∈ range (N + 1), c m * chi m (Units.mk0 x hx) := by
            simp only [P, Polynomial.eval_finsetSum, Polynomial.eval_mul, Polynomial.eval_C,
              Polynomial.eval_pow, Polynomial.eval_X, chi, Finset.mul_sum]
            refine Finset.sum_congr rfl fun m hm => Finset.sum_congr rfl fun k hk => ?_
            have hm' := Finset.mem_range.1 hm
            have hk' := Finset.mem_range.1 hk
            have hw : x ^ (N + m - 2 * k)
                = x ^ N * weight (Units.mk0 x hx) ((m : ℤ) - 2 * k) := by
              simp only [weight, Units.val_zpow_eq_zpow_val, Units.val_mk0]
              rw [← zpow_natCast x (N + m - 2 * k), ← zpow_natCast x N, ← zpow_add₀ hx]
              congr 1
              omega
            rw [hw]
            ring
          rw [Polynomial.eval_mul, e, h]
          simp
      have hP0 : P = 0 := (mul_eq_zero.1 hP).resolve_left Polynomial.X_ne_zero
      -- only the highest state of the highest multiplet reaches degree `2N`
      have hc : P.coeff (2 * N) = c N := by
        simp only [P, Polynomial.finsetSum_coeff, Polynomial.coeff_C_mul,
          Polynomial.coeff_X_pow]
        rw [Finset.sum_eq_single N, Finset.sum_eq_single 0]
        · rw [if_pos (by omega), mul_one]
        · intro k hk hk0
          have hk' := Finset.mem_range.1 hk
          rw [if_neg (by omega), mul_zero]
        · intro hh
          simp at hh
        · intro m hm hne
          have hm' := Finset.mem_range.1 hm
          refine Finset.sum_eq_zero fun k _ => ?_
          rw [if_neg (by omega), mul_zero]
        · intro hh
          simp at hh
      rw [← hc, hP0, Polynomial.coeff_zero]
    intro m hm
    by_cases hmN : m = N
    · rw [hmN, top]
    · refine ih (fun t => ?_) m (by omega)
      have ht := h t
      rw [Finset.sum_range_succ, top, zero_mul, add_zero] at ht
      exact ht
```

Now let $A_n=\sum_{m=0}^{2n}c_m\chi_m$ be any expansion valid for all nonzero $t$. The coefficients may be arbitrary complex numbers; they are not assumed to be counts. The fermion series is one such expansion, with coefficient 1 at $m=2n-2-4i$ and 0 elsewhere. Within $0\le m\le 2n$, those values of $m$ are exactly the ones for which $m+2$ and $2n$ agree modulo 4. The difference of the two expansions vanishes for all $t$, so independence gives
$$c_m=\begin{cases}1,& m+2\equiv 2n \pmod 4,\\ 0,&\text{otherwise.}\end{cases}$$
The first half of the proof, `hd`, rewrites the sum over $i$ as a sum over $m$, with $i=(2n-2-m)/4$ as the inverse map. The second half, `key`, applies independence to the difference.

```lean
/-- In any expansion of the fermion pair character over the multiplets `J = m/2` with
`m ≤ 2n`, the coefficient is `1` if `m + 2` and `2n` agree modulo `4`, and `0` otherwise. -/
theorem fermion_multiplicity (n : ℕ) (c : ℕ → ℂ)
    (h : ∀ t : ℂˣ, fermionPair n t = ∑ m ∈ range (2 * n + 1), c m * chi m t)
    (m : ℕ) (hm : m < 2 * n + 1) :
    c m = if (m + 2) % 4 = (2 * n) % 4 then 1 else 0 := by
  have hd : ∀ t : ℂˣ, fermionPair n t = ∑ m ∈ range (2 * n + 1),
      (if (m + 2) % 4 = (2 * n) % 4 then (1 : ℂ) else 0) * chi m t := by
    intro t
    rw [fermion_pair]
    simp only [ite_mul, one_mul, zero_mul]
    rw [← Finset.sum_filter]
    refine Finset.sum_nbij' (fun i => 2 * n - 2 - 4 * i) (fun m => (2 * n - 2 - m) / 4)
      ?_ ?_ ?_ ?_ ?_
    · intro i hi
      simp only [Finset.mem_filter, Finset.mem_range] at hi ⊢
      omega
    · intro i hi
      simp only [Finset.mem_filter, Finset.mem_range] at hi ⊢
      omega
    · intro i hi
      simp only [Finset.mem_range] at hi ⊢
      omega
    · intro i hi
      simp only [Finset.mem_filter, Finset.mem_range] at hi ⊢
      omega
    · intro i _
      rfl
  -- two expansions of the same character have the same coefficients
  have key := chi_independent
    (fun m => c m - if (m + 2) % 4 = (2 * n) % 4 then (1 : ℂ) else 0) (2 * n + 1)
    (fun t => by
      simp only [sub_mul, Finset.sum_sub_distrib]
      rw [← h t, ← hd t, sub_self]) m hm
  exact sub_eq_zero.1 key
```

## The terms of the 7/2 shell

For $n=7$ the index $i$ runs over $0,1,2,3$, and
$$A_7=\chi_{12}+\chi_8+\chi_4+\chi_0,$$
so $J=6,4,2,0$. The dimensions $13+9+5+1=28$ match the number of pairs in the opening count.

In electronic structure, the series lists the allowed terms of two equivalent electrons in a single $j$ subshell in $jj$ coupling; it does not give their energies. A subshell that lacks two electrons has the same $J$ values, because the projections of a full subshell add up to zero. The series does not cover other occupations.

```lean
/-- The character of two identical fermions in the shell `j = 7/2` is the sum of the characters of
the multiplets `J = 6, 4, 2, 0`, each taken once. -/
theorem seven_halves_shell (t : ℂˣ) :
    fermionPair 7 t = chi 12 t + chi 8 t + chi 4 t + chi 0 t := by
  rw [fermion_pair]
  simp [Finset.sum_range_succ]

end

end IdenticalPairCoupling
```

```lean
#print axioms IdenticalPairCoupling.fermion_pair
-- 'IdenticalPairCoupling.fermion_pair' depends on axioms: [propext, Classical.choice, Quot.sound]
#print axioms IdenticalPairCoupling.fermion_multiplicity
-- 'IdenticalPairCoupling.fermion_multiplicity' depends on axioms: [propext, Classical.choice, Quot.sound]
#print axioms IdenticalPairCoupling.seven_halves_shell
-- 'IdenticalPairCoupling.seven_halves_shell' depends on axioms: [propext, Classical.choice, Quot.sound]
```
